# The largest total variation distance between columns of a finite stochastic matrix is below one exactly when any two initial states can reach a common final state in one step

The failing theorem, `contractionCoeff_lt_one_iff`, concerns one step of a classical random process between finite state spaces, given by a real matrix `T` whose columns are probability vectors. Its contraction coefficient is defined as half the largest l1 distance between two columns, and the theorem says that this number is below one exactly when, for every two initial states, some final state has positive probability from both. The proof writes the l1 distance of two columns as twice one minus their overlap, the sum of the entrywise minima. In the forward direction, two columns without a common final state would have no overlap, and so a distance too large for the coefficient to be below one. In the reverse direction, the attempt treats an empty set of initial states separately, and otherwise picks a pair of columns at the largest distance and shows that their overlap is positive.

Lean 4 with Mathlib refuses this proof:

```lean
import Mathlib

open Matrix

namespace OptimalTotalVariationContraction

noncomputable section

variable {l m n : Type*} [Fintype l] [Fintype m] [Fintype n]

/-- The l1 norm of a vector on a finite state space. -/
def l1 (v : n → ℝ) : ℝ := ∑ i, |v i|

/-- A probability vector: nonnegative entries that sum to one. -/
def IsProb (p : n → ℝ) : Prop := (∀ i, 0 ≤ p i) ∧ ∑ i, p i = 1

/-- A column-stochastic matrix: column `j` is the distribution reached from state `j`. -/
def IsColStochastic (T : Matrix m n ℝ) : Prop := ∀ j, IsProb (fun i => T i j)

/-- Half the largest l1 distance between two columns of `T`. -/
def contractionCoeff (T : Matrix m n ℝ) : ℝ :=
  (⨆ jk : n × n, l1 (fun i => T i jk.1 - T i jk.2)) / 2

/-- The l1 distance of any two columns is at most twice the contraction coefficient. -/
theorem col_dist_le (T : Matrix m n ℝ) (j k : n) :
    l1 (fun i => T i j - T i k) ≤ 2 * contractionCoeff T := by
  have h := le_ciSup (f := fun jk : n × n => l1 (fun i => T i jk.1 - T i jk.2))
    (Set.finite_range _).bddAbove (j, k)
  dsimp only at h
  unfold contractionCoeff
  linarith

omit [Fintype n] in
/-- If all column distances are at most `2 c` with `c ≥ 0`, the contraction coefficient is
at most `c`. -/
theorem contractionCoeff_le {T : Matrix m n ℝ} {c : ℝ} (hc : 0 ≤ c)
    (h : ∀ j k, l1 (fun i => T i j - T i k) ≤ 2 * c) : contractionCoeff T ≤ c := by
  have h2 : (⨆ jk : n × n, l1 (fun i => T i jk.1 - T i jk.2)) ≤ 2 * c :=
    Real.iSup_le (fun jk => h jk.1 jk.2) (by linarith)
  unfold contractionCoeff
  linarith

/-- The l1 distance of two probability vectors is twice one minus their overlap. -/
theorem l1_sub_eq_overlap {p q : n → ℝ} (hp : IsProb p) (hq : IsProb q) :
    l1 (p - q) = 2 * (1 - ∑ i, min (p i) (q i)) := by
  have h : ∀ i, |p i - q i| = p i + q i - 2 * min (p i) (q i) := by
    intro i
    rcases le_total (p i) (q i) with h | h
    · rw [min_eq_left h, abs_of_nonpos (by linarith)]
      ring
    · rw [min_eq_right h, abs_of_nonneg (by linarith)]
      ring
  simp only [l1, Pi.sub_apply, h, Finset.sum_sub_distrib, Finset.sum_add_distrib,
    ← Finset.mul_sum, hp.2, hq.2]
  ring

/-- The contraction coefficient of a column-stochastic matrix is below one exactly when any two
initial states can reach a common final state in one step. -/
theorem contractionCoeff_lt_one_iff {T : Matrix m n ℝ} (hT : IsColStochastic T) :
    contractionCoeff T < 1 ↔ ∀ j k, ∃ i, 0 < T i j ∧ 0 < T i k := by
  have key : ∀ j k, l1 (fun i => T i j - T i k) = 2 * (1 - ∑ i, min (T i j) (T i k)) :=
    fun j k => l1_sub_eq_overlap (hT j) (hT k)
  constructor
  · intro h j k
    by_contra hne
    -- without a common final state the overlap vanishes
    have h0 : ∑ i, min (T i j) (T i k) ≤ 0 := Finset.sum_nonpos fun i _ => by
      by_contra hpos
      exact hne ⟨i, lt_min_iff.mp (not_le.mp hpos)⟩
    linarith [key j k, col_dist_le T j k]
  · intro h
    rcases isEmpty_or_nonempty n with hn | hn
    · have h0 : contractionCoeff T ≤ 0 := contractionCoeff_le le_rfl fun j => isEmptyElim j
      linarith
    · -- the largest column distance is attained by some pair
      obtain ⟨jk, hjk⟩ := exists_eq_ciSup_of_finite
        (f := fun jk : n × n => l1 (fun i => T i jk.1 - T i jk.2))
      dsimp only at hjk
      obtain ⟨i, hi⟩ := h jk.1 jk.2
      have hpos : 0 < ∑ i, min (T i jk.1) (T i jk.2) :=
        Finset.sum_pos' (fun i _ => le_min ((hT jk.1).1 i) ((hT jk.2).1 i))
          ⟨i, Finset.mem_univ i, lt_min_iff.mpr hi⟩
      have hk := key jk.1 jk.2
      unfold contractionCoeff
      linarith

end

end OptimalTotalVariationContraction
```

Compiling this gives:

```
Main.lean:78:6: error: `dsimp` made no progress
```

Diagnosis. The only error is at `dsimp only at hjk`, in the reverse direction. Lean reports that `dsimp` made no progress: it found nothing to simplify in `hjk`, and the tactic counts that as a failure.

The line was meant to apply the function given as `f` to the pair `jk`. But when `obtain` delivers `hjk`, this has already been done, and the hypothesis directly equates the l1 distance of columns `jk.1` and `jk.2` with the supremum. Since `jk` is a variable, its projections cannot be reduced either. The same call does work in `col_dist_le`, where the index is the explicit pair `(j, k)` and its projections reduce to `j` and `k`.

The diff deletes the line and changes nothing else. `hjk` already has the form that the closing `linarith` needs to combine it with the overlap formula `hk` and the positivity of the overlap, `hpos`.

The change, after which it compiles:

```diff
@@ -76,5 +76,4 @@
       obtain ⟨jk, hjk⟩ := exists_eq_ciSup_of_finite
         (f := fun jk : n × n => l1 (fun i => T i jk.1 - T i jk.2))
-      dsimp only at hjk
       obtain ⟨i, hi⟩ := h jk.1 jk.2
       have hpos : 0 < ∑ i, min (T i jk.1) (T i jk.2) :=
```
